# An attractive site on an infinite tight-binding chain has a bound state at energy −√(U² + 4t²)

For one particle on an infinite chain with hopping −t and a single site of energy −U, where t and U are positive, the theorem gives an explicit bound state. With q = arsinh(U/(2t)), the real amplitudes exp(−q|n|) satisfy the eigenvalue equation at every site n with energy −√(U² + 4t²), and their squares are summable. The state is left unnormalised: its squared norm is coth q, so the normalised amplitudes are √(tanh q) exp(−q|n|). The proof rewrites the energy as −2t cosh q and checks the equation to the left of the special site, on it and to its right. For summability it compares the squared amplitudes on each half of the chain with a geometric series of ratio exp(−2q).

In Lean, a first try:

```lean
import Mathlib

open Real Matrix

namespace IsolatedLevel

noncomputable section

/-- A state on the infinite chain with amplitude `exp (-q |n|)` at site `n`. -/
def boundState (q : ℝ) (n : ℤ) : ℝ := Real.exp (-q * |(n : ℝ)|)

/-- The infinite chain with hopping `-t` and one site at `-U`, where `t, U > 0`, has a
normalizable bound state at energy `-√(U² + 4t²)`. -/
theorem isolated_level {t U : ℝ} (ht : 0 < t) (hU : 0 < U) :
    (∀ n : ℤ, -t * (boundState (arsinh (U / (2 * t))) (n + 1)
        + boundState (arsinh (U / (2 * t))) (n - 1))
        - (if n = 0 then U else 0) * boundState (arsinh (U / (2 * t))) n
      = -√(U ^ 2 + 4 * t ^ 2) * boundState (arsinh (U / (2 * t))) n) ∧
    Summable fun n : ℤ => boundState (arsinh (U / (2 * t))) n ^ 2 := by
  have hq : 0 < arsinh (U / (2 * t)) := arsinh_pos_iff.mpr (by positivity)
  have hs : sinh (arsinh (U / (2 * t))) = U / (2 * t) := sinh_arsinh _
  generalize arsinh (U / (2 * t)) = q at hq hs ⊢
  have hUq : U = 2 * t * sinh q := by rw [hs]; field_simp
  have root : √(U ^ 2 + 4 * t ^ 2) = 2 * t * cosh q := by
    have e : U ^ 2 + 4 * t ^ 2 = (2 * t * cosh q) ^ 2 := by
      rw [hUq]; linear_combination (-4 * t ^ 2) * cosh_sq q
    rw [e, sqrt_sq (mul_pos (by positivity) (cosh_pos q)).le]
  constructor
  · intro n
    rw [root]
    rcases lt_trichotomy n 0 with h | rfl | h
    · have h1 : (n : ℝ) + 1 ≤ 0 := by exact_mod_cast Int.add_one_le_iff.mpr h
      simp only [boundState, Int.cast_add, Int.cast_sub, Int.cast_one]
      rw [if_neg h.ne, abs_of_nonpos h1, abs_of_nonpos (show (n : ℝ) - 1 ≤ 0 by linarith),
        abs_of_nonpos (show (n : ℝ) ≤ 0 by linarith),
        show -q * -((n : ℝ) + 1) = -q * -(n : ℝ) + q by ring,
        show -q * -((n : ℝ) - 1) = -q * -(n : ℝ) + -q by ring,
        Real.exp_add, Real.exp_add, cosh_eq]
      ring
    · have e1 : boundState q (0 + 1) = Real.exp (-q) := by simp [boundState]
      have e2 : boundState q (0 - 1) = Real.exp (-q) := by simp [boundState]
      have e0 : boundState q 0 = 1 := by simp [boundState]
      rw [if_pos rfl, e1, e2, e0, hUq, sinh_eq, cosh_eq]
      ring
    · have h1 : (1 : ℝ) ≤ n := by exact_mod_cast h
      simp only [boundState, Int.cast_add, Int.cast_sub, Int.cast_one]
      rw [if_neg h.ne', abs_of_nonneg (show 0 ≤ (n : ℝ) + 1 by linarith),
        abs_of_nonneg (show 0 ≤ (n : ℝ) - 1 by linarith),
        abs_of_nonneg (show 0 ≤ (n : ℝ) by linarith),
        show -q * ((n : ℝ) + 1) = -q * (n : ℝ) + -q by ring,
        show -q * ((n : ℝ) - 1) = -q * (n : ℝ) + q by ring,
        Real.exp_add, Real.exp_add, cosh_eq]
      ring
  · -- both tails are geometric series
    have g : Summable fun n : ℕ => Real.exp (-2 * q) ^ n :=
      summable_geometric_of_lt_one (Real.exp_pos _).le (Real.exp_lt_one (by linarith))
    have term : ∀ n : ℕ, Real.exp (-2 * q) ^ n = Real.exp (-q * n) ^ 2 := fun n => by
      rw [← Real.exp_nat_mul, ← Real.exp_nat_mul]
      congr 1
      push_cast
      ring
    simp only [term] at g
    refine Summable.of_nat_of_neg ?_ ?_
    · simpa [boundState] using g
    · simpa [boundState] using g

end

end IsolatedLevel
```

Compiling this gives:

```
Main.lean:56:56: error(lean.unknownIdentifier): Unknown constant `Real.exp_lt_one`
```

The repair, with which the file compiles:

```diff
@@ -54,5 +54,5 @@
   · -- both tails are geometric series
     have g : Summable fun n : ℕ => Real.exp (-2 * q) ^ n :=
-      summable_geometric_of_lt_one (Real.exp_pos _).le (Real.exp_lt_one (by linarith))
+      summable_geometric_of_lt_one (Real.exp_pos _).le (Real.exp_lt_one_iff.mpr (by linarith))
     have term : ∀ n : ℕ, Real.exp (-2 * q) ^ n = Real.exp (-q * n) ^ 2 := fun n => by
       rw [← Real.exp_nat_mul, ← Real.exp_nat_mul]
```

Diagnosis. The message says that no constant called `Real.exp_lt_one` exists in the Mathlib being used. The proof calls it to show that the ratio exp(−2q) is less than 1, which `summable_geometric_of_lt_one` requires along with the ratio being nonnegative. The inequality is true, since q is positive, but Lean cannot apply a lemma it cannot find.

The repair uses `Real.exp_lt_one_iff`, an equivalence between exp x < 1 and x < 0. Its `.mpr` direction turns a proof of the second into a proof of the first, so what remains to be shown is −2q < 0. The existing `linarith` call proves this from the hypothesis `hq`, which says 0 < q. Nothing else in the file changes, and the argument is the same as before.
